# Over all levels, the centre of a normalised orbital is $H_{aa}$ with raw projections and $\mathrm{Re}\,(S^{-1}H)_{aa}$ with Mulliken populations

The band centre is defined here as a first moment divided by the total weight, for real weights $w_k$ with nonzero sum on levels of energy $E_k$:

$$\bar E_w=\frac{\sum_k w_kE_k}{\sum_k w_k}.$$

The total weight therefore has to be computed for each projection scheme.

Let $H$ and $S$ be the Hamiltonian and overlap matrices in a finite set of orbitals, and let column $k$ of the square matrix $C$ hold the coefficients of level $k$. The levels satisfy

$$HC=SC\,\mathrm{diag}(E),\qquad C^\dagger SC=1,$$

with real $E_k$. Then $(SC)_{ak}$ is the overlap of orbital $a$ with level $k$. If $S_{aa}=1$, the centres with raw projections (first line) and with Mulliken populations (second line) are

$$w_k=|(SC)_{ak}|^2:\quad \bar E_w=H_{aa},$$

$$w_k=\mathrm{Re}\big(C_{ak}^*(SC)_{ak}\big):\quad \bar E_w=\mathrm{Re}\,(S^{-1}H)_{aa}.$$

## Projected weights in a local-orbital code

In electronic-structure work with a finite non-orthogonal basis and one-particle levels, two d-band centres of the same system can differ through the projection scheme alone.

One direct implementation takes $E$ and $C$ from the generalised eigensolver and forms $B=SC$. For a d orbital $a$, it computes either $|B_{ak}|^2$ or $\mathrm{Re}(C_{ak}^*B_{ak})$, multiplies by $E_k$, sums over $k$ and divides by the summed weights. When the sum runs over all levels and $S_{aa}=1$, the results are $H_{aa}$ and $\mathrm{Re}\,(S^{-1}H)_{aa}$, which can be computed from $H$ and $S$ without a diagonalisation. A sum over occupied levels, or over an energy window, is in general a different number.

Measuring energies from the Fermi level $E_F$ replaces $H$ by $H-E_FS$ and lowers both centres by $E_F$. For five normalised d orbitals pooled into one centre, each orbital has total weight one, so the pooled value is the average of the five. With Bloch sums, $S_{aa}$ at a given k-point also contains overlaps with periodic images and need not be one; the raw centre at that k-point is then $H_{aa}/S_{aa}$.

## From completeness to the two centres

Since $C$ is square, $C^\dagger SC=1$ makes $C^\dagger S$ a two-sided inverse of $C$, so $CC^\dagger S=1$. Hence $CC^\dagger$ is the inverse of $S$:

$$S\,CC^\dagger=1,\qquad S^{-1}=CC^\dagger.$$

The right-hand side is Hermitian, and so is $S$. Inserting $CC^\dagger S=1$ after $H$ gives

$$H=HC\,C^\dagger S=SC\,\mathrm{diag}(E)\,C^\dagger S=SC\,\mathrm{diag}(E)\,(SC)^\dagger .$$

This shows that $H$ is Hermitian, and its diagonal is the raw first moment:

$$H_{aa}=\sum_k|(SC)_{ak}|^2E_k.$$

Multiplication by $S^{-1}$ removes one factor $S$:

$$S^{-1}H=C\,\mathrm{diag}(E)\,(SC)^\dagger,\qquad (S^{-1}H)_{aa}=\sum_kC_{ak}(SC)_{ak}^*E_k.$$

A number and its complex conjugate have the same real part, so the real part of this sum is the Mulliken first moment.

For the total weights, note that $SC=SC\cdot 1$: the same $C$ solves the level equations with $H$ replaced by $S$ and every energy equal to one. The two moment formulas then give

$$\sum_k|(SC)_{ak}|^2=S_{aa}=1,\qquad \sum_k\mathrm{Re}\big(C_{ak}^*(SC)_{ak}\big)=\mathrm{Re}\,(S^{-1}S)_{aa}=1.$$

Dividing each moment by its total gives the two centres. Only the raw total uses $S_{aa}=1$.

For two orbitals, numbered 0 and 1, take real parameters and

$$S=\begin{pmatrix}1&s\\s&1\end{pmatrix},\qquad H=\begin{pmatrix}\varepsilon&v\\v&\eta\end{pmatrix}.$$

Since $S$ is invertible, $s^2\ne1$. The first row of $S^{-1}$ is $(1,-s)/(1-s^2)$, so the Mulliken centre of orbital 0 minus its raw centre is

$$\frac{\varepsilon-sv}{1-s^2}-\varepsilon=\frac{s(s\varepsilon-v)}{1-s^2}.$$

It vanishes exactly when $s=0$ or $v=s\varepsilon$. The quantity $v-s\varepsilon$ is the coupling of orbital 0 to the part of orbital 1 that is orthogonal to it.

For example, $\varepsilon=7/25$, $\eta=-1$, $s=3/5$ and $v=-3/5$ give levels at $-1$ and $1$. The raw weights of orbital 0 are $9/25$ and $16/25$, with centre $7/25$. The Mulliken weights are $0$ and $1$, with centre $1$.

## Lean file for the centres and the two-orbital gap

```lean
import Mathlib

open Matrix

namespace DBandCentre

noncomputable section

variable {n : Type*} [Fintype n] [DecidableEq n]

/-- The columns of `C` are levels of the Hamiltonian `H` with real energies `E`,
orthonormal with respect to the overlap matrix `S`. -/
structure IsLevels (H S C : Matrix n n ℂ) (E : n → ℝ) : Prop where
  norm : Cᴴ * S * C = 1
  eig : H * C = S * C * diagonal (fun k => (E k : ℂ))

/-- Squared projection of level `k` on the raw orbital `a`. -/
def rawWeight (S C : Matrix n n ℂ) (a k : n) : ℝ := ‖(S * C) a k‖ ^ 2

/-- Mulliken population of orbital `a` in level `k`. -/
def mullikenWeight (S C : Matrix n n ℂ) (a k : n) : ℝ :=
  (star (C a k) * (S * C) a k).re

/-- Mean level energy for the weights `w`, meant for weights whose total is not zero. -/
def centre (w E : n → ℝ) : ℝ := (∑ k, w k * E k) / ∑ k, w k

variable {H S C : Matrix n n ℂ} {E : n → ℝ}

/-- Completeness of the levels: `C Cᴴ` is a right inverse of the overlap matrix. -/
theorem IsLevels.completeness (h : IsLevels H S C E) : S * (C * Cᴴ) = 1 := by
  have h1 : C * (Cᴴ * S) = 1 := mul_eq_one_comm.mp h.norm
  rw [← Matrix.mul_assoc] at h1
  exact mul_eq_one_comm.mp h1

/-- An overlap matrix that admits a full orthonormal set of levels is Hermitian. -/
theorem IsLevels.overlap_hermitian (h : IsLevels H S C E) : Sᴴ = S := by
  have h1 : C * Cᴴ * Sᴴ = 1 := by
    have := congrArg conjTranspose h.completeness
    simpa only [conjTranspose_mul, conjTranspose_conjTranspose, conjTranspose_one] using this
  calc Sᴴ = S * (C * Cᴴ) * Sᴴ := by rw [h.completeness, Matrix.one_mul]
    _ = S := by rw [Matrix.mul_assoc, h1, Matrix.mul_one]

/-- The Hamiltonian is rebuilt from the level energies and the raw projections `S C`. -/
theorem IsLevels.hamiltonian_eq (h : IsLevels H S C E) :
    H = S * C * diagonal (fun k => (E k : ℂ)) * (S * C)ᴴ := by
  have h1 : C * (Cᴴ * S) = 1 := mul_eq_one_comm.mp h.norm
  calc H = H * C * (Cᴴ * S) := by rw [Matrix.mul_assoc, h1, Matrix.mul_one]
    _ = _ := by rw [h.eig, conjTranspose_mul, h.overlap_hermitian]

/-- The first moment of the level energies with raw weights is the real part of `H_aa`. -/
theorem IsLevels.raw_moment (h : IsLevels H S C E) (a : n) :
    ∑ k, rawWeight S C a k * E k = (H a a).re := by
  rw [h.hamiltonian_eq, Matrix.mul_apply, Complex.re_sum]
  refine Finset.sum_congr rfl fun k _ => ?_
  rw [rawWeight, Matrix.mul_diagonal, conjTranspose_apply, ← Complex.normSq_eq_norm_sq,
    Complex.normSq_apply]
  simp only [Complex.star_def, Complex.mul_re, Complex.mul_im, Complex.conj_re,
    Complex.conj_im, Complex.ofReal_re, Complex.ofReal_im]
  ring

/-- The first moment of the level energies with Mulliken weights is the real part of
`(S⁻¹ H)_aa`. -/
theorem IsLevels.mulliken_moment (h : IsLevels H S C E) (a : n) :
    ∑ k, mullikenWeight S C a k * E k = ((S⁻¹ * H) a a).re := by
  have hi : S⁻¹ * S = 1 := by
    rw [Matrix.inv_eq_right_inv h.completeness]
    exact mul_eq_one_comm.mp h.completeness
  -- the inverse overlap removes one of the two factors `S`
  have hX : S⁻¹ * H = C * diagonal (fun k => (E k : ℂ)) * (S * C)ᴴ := by
    calc S⁻¹ * H = S⁻¹ * (S * C * diagonal (fun k => (E k : ℂ)) * (S * C)ᴴ) :=
          congrArg (fun X => S⁻¹ * X) h.hamiltonian_eq
      _ = S⁻¹ * S * C * diagonal (fun k => (E k : ℂ)) * (S * C)ᴴ := by
          simp only [Matrix.mul_assoc]
      _ = _ := by rw [hi, Matrix.one_mul]
  rw [hX, Matrix.mul_apply, Complex.re_sum]
  refine Finset.sum_congr rfl fun k _ => ?_
  rw [mullikenWeight, Matrix.mul_diagonal, conjTranspose_apply]
  simp only [Complex.star_def, Complex.mul_re, Complex.mul_im, Complex.conj_re,
    Complex.conj_im, Complex.ofReal_re, Complex.ofReal_im]
  ring

/-- For a normalised orbital `a`, the centre of the levels is `H_aa` with raw projection
weights and the real part of `(S⁻¹ H)_aa` with Mulliken weights. -/
theorem centre_by_projection (h : IsLevels H S C E) (a : n) (ha : S a a = 1) :
    (centre (rawWeight S C a) E : ℂ) = H a a ∧
      centre (mullikenWeight S C a) E = ((S⁻¹ * H) a a).re := by
  -- total weights are first moments of `S` itself, with all energies equal to one
  have hS : IsLevels S S C (fun _ => 1) := ⟨h.norm, by simp⟩
  have r1 := hS.raw_moment a
  have m1 := hS.mulliken_moment a
  have hi : S⁻¹ * S = 1 := by
    rw [Matrix.inv_eq_right_inv h.completeness]
    exact mul_eq_one_comm.mp h.completeness
  simp only [mul_one] at r1 m1
  rw [ha, Complex.one_re] at r1
  rw [hi, Matrix.one_apply_eq, Complex.one_re] at m1
  -- the diagonal of the Hamiltonian is real
  have hD : (diagonal (fun k => (E k : ℂ)))ᴴ = diagonal (fun k => (E k : ℂ)) := by
    rw [diagonal_conjTranspose]
    congr 1
    funext k
    exact Complex.conj_ofReal _
  have hH : Hᴴ = H := by
    rw [h.hamiltonian_eq]
    generalize S * C = B
    simp only [conjTranspose_mul, conjTranspose_conjTranspose, hD, Matrix.mul_assoc]
  constructor
  · rw [centre, h.raw_moment a, r1, div_one]
    exact Complex.conj_eq_iff_re.mp (congrFun (congrFun hH a) a)
  · rw [centre, h.mulliken_moment a, m1, div_one]

/-- Real symmetric matrix on two orbitals with diagonal `x`, `y` and coupling `v`. -/
def twoOrbital (x v y : ℝ) : Matrix (Fin 2) (Fin 2) ℂ := !![(x : ℂ), v; v, y]

/-- Elimination of the second orbital from a linear system with overlap `s`. -/
theorem eliminate (s : ℝ) (X : Matrix (Fin 2) (Fin 2) ℂ) :
    ((1 - s ^ 2 : ℝ) : ℂ) * X 0 0 =
      (twoOrbital 1 s 1 * X) 0 0 - s * (twoOrbital 1 s 1 * X) 1 0 := by
  simp [twoOrbital, Matrix.mul_apply, Fin.sum_univ_two]
  ring

variable {ε v η s : ℝ} {C₂ : Matrix (Fin 2) (Fin 2) ℂ} {E₂ : Fin 2 → ℝ}

/-- Two normalised orbitals that carry a full orthonormal set of levels have `s² ≠ 1`. -/
theorem overlap_ne (h : IsLevels (twoOrbital ε v η) (twoOrbital 1 s 1) C₂ E₂) :
    1 - s ^ 2 ≠ 0 := by
  intro h0
  have k := eliminate s (C₂ * C₂ᴴ)
  rw [h.completeness, h0] at k
  simp at k

/-- Over a full orthonormal set of levels of two normalised orbitals with overlap `s` and coupling
`v`, where the first orbital has energy `ε`, the first orbital's Mulliken centre exceeds the raw
centre by `s (s ε - v) / (1 - s²)`. -/
theorem centre_gap (h : IsLevels (twoOrbital ε v η) (twoOrbital 1 s 1) C₂ E₂) :
    centre (mullikenWeight (twoOrbital 1 s 1) C₂ 0) E₂
      - centre (rawWeight (twoOrbital 1 s 1) C₂ 0) E₂ = s * (s * ε - v) / (1 - s ^ 2) := by
  obtain ⟨hr, hm⟩ := centre_by_projection h 0 (by simp [twoOrbital])
  have e0 : twoOrbital ε v η 0 0 = (ε : ℂ) := by simp [twoOrbital]
  have e1 : twoOrbital ε v η 1 0 = (v : ℂ) := by simp [twoOrbital]
  have hi : twoOrbital 1 s 1 * (twoOrbital 1 s 1)⁻¹ = 1 := by
    rw [Matrix.inv_eq_right_inv h.completeness]
    exact h.completeness
  have k := eliminate s ((twoOrbital 1 s 1)⁻¹ * twoOrbital ε v η)
  rw [← Matrix.mul_assoc, hi, Matrix.one_mul, e0, e1] at k
  have k' := congrArg Complex.re k
  have e2 : ((ε : ℂ) - s * v).re = ε - s * v := by simp
  rw [Complex.re_ofReal_mul, e2] at k'
  rw [e0] at hr
  rw [hm, Complex.ofReal_injective hr, eq_div_iff (overlap_ne h)]
  linear_combination k'

/-- For two normalised orbitals with a full orthonormal set of levels, both schemes give the first
orbital, of energy `ε`, the same centre exactly when the overlap `s` vanishes or the coupling equals
`s ε`. -/
theorem centres_agree_iff (h : IsLevels (twoOrbital ε v η) (twoOrbital 1 s 1) C₂ E₂) :
    centre (mullikenWeight (twoOrbital 1 s 1) C₂ 0) E₂
      = centre (rawWeight (twoOrbital 1 s 1) C₂ 0) E₂ ↔ s = 0 ∨ s * ε = v := by
  have g := centre_gap h
  constructor
  · intro e
    rw [e, sub_self, eq_comm, div_eq_zero_iff, or_iff_left (overlap_ne h), mul_eq_zero,
      sub_eq_zero] at g
    exact g
  · intro hs
    have h0 : s * (s * ε - v) = 0 := by
      rcases hs with hs | hs <;> simp [hs]
    rw [h0, zero_div] at g
    linarith

/-- Two normalised orbitals of energies `7/25` and `-1` with overlap `3/5` and coupling `-3/5` have
levels at `-1` and `1`. -/
theorem isLevels_witness :
    IsLevels (twoOrbital (7 / 25) (-3 / 5) (-1)) (twoOrbital 1 (3 / 5) 1)
      !![0, 5 / 4; 1, -3 / 4] ![-1, 1] := by
  -- the numerals in the coefficients are real
  have c3 : (starRingEnd ℂ) 3 = 3 := Complex.ext (by simp) (by simp)
  have c4 : (starRingEnd ℂ) 4 = 4 := Complex.ext (by simp) (by simp)
  have c5 : (starRingEnd ℂ) 5 = 5 := Complex.ext (by simp) (by simp)
  constructor <;> ext i j <;> fin_cases i <;> fin_cases j <;>
    simp [twoOrbital, Matrix.mul_apply, Fin.sum_univ_two, Matrix.diagonal_apply] <;>
    norm_num [c3, c4, c5]

end

end DBandCentre
```

```lean
#print axioms DBandCentre.centre_by_projection
#print axioms DBandCentre.centres_agree_iff
```

```
'DBandCentre.centre_by_projection' depends on axioms: [propext, Classical.choice, Quot.sound]
'DBandCentre.centres_agree_iff' depends on axioms: [propext, Classical.choice, Quot.sound]
```

## What the hypotheses mean and how far the theorems reach

`IsLevels H S C E` contains the physical input: `norm` is the orthonormality condition and `eig` the generalised eigenvalue equation. All matrices are complex and indexed by one finite type `n`, so there are as many levels as orbitals. The type `E : n → ℝ` makes the energies real. `rawWeight` and `mullikenWeight` are the two weights, and `centre` is the quotient.

The main theorem, `centre_by_projection`, takes a set of levels and an orbital `a` with `S a a = 1`. Its first part is an equality of complex numbers, so it also says that $H_{aa}$ is real. Its second part takes a real part because the diagonal entries of $S^{-1}H$ can be complex when $H$ and $S$ are.

Hermiticity of $H$ and $S$ is derived. Positive definiteness of $S$ is not a separate hypothesis: it follows from `norm`, although the file does not prove it. The existence of the levels, however, is a hypothesis: the file does not construct $C$ from a Hermitian $H$ and a positive definite $S$. Nor does it treat partial sums over levels, k-point averages, or projectors outside the basis in which the levels are expanded. Nothing in it singles out a d orbital or favours one scheme as a descriptor of adsorption.

The proof follows the derivation closely:

- `IsLevels.completeness` gives $S\,CC^\dagger=1$; `mul_eq_one_comm` turns a one-sided inverse of a square matrix into a two-sided one. `IsLevels.overlap_hermitian` takes the adjoint of this identity to obtain $S^\dagger=S$.
- `IsLevels.hamiltonian_eq` inserts $CC^\dagger S=1$ after $H$ and applies the eigenvalue equation.
- `IsLevels.raw_moment` and `IsLevels.mulliken_moment` read off diagonal entries. In both, `Finset.sum_congr` reduces the claim to a single level, and `ring` finishes the identity between real and imaginary parts.
- `centre_by_projection` obtains the total weights from `hS : IsLevels S S C (fun _ => 1)`, which is the replacement of $H$ by $S$. The step `hH` supplies the Hermiticity that makes $H_{aa}$ real.

The remaining theorems concern `twoOrbital x v y`, the real symmetric matrix with diagonal `x`, `y` and off-diagonal element `v`. The lemma `eliminate` states, for any $2\times2$ matrix $X$,

$$(1-s^2)X_{00}=(SX)_{00}-s(SX)_{10}.$$

With $X=CC^\dagger$ the right-hand side is one, which proves $s^2\ne1$ in `overlap_ne`. With $X=S^{-1}H$ it is $\varepsilon-sv$, from which `centre_gap` obtains the difference of the centres. `centres_agree_iff` finds when that difference is zero.

`isLevels_witness` verifies the level equations of the numerical example entry by entry. Putting its parameters into `centre_gap` gives a difference of $18/25$, in agreement with the two centres above.
